# Energy levels of one metal orbital coupled to mutually uncoupled adsorbate orbitals, all at zero energy: their sum, sum of squares and cubic equation

The model is a one-electron Hamiltonian in which a single metal orbital is coupled by real amplitudes `V i` to finitely many adsorbate orbitals; all orbital energies are zero, the adsorbate orbitals are not coupled to each other, and there is no electron interaction or overlap matrix. `levels_relations` states that the eigenvalues, counted with multiplicity, sum to zero, that their squares sum to 2 ∑ V², and that each eigenvalue E satisfies E³ = (∑ V²) E. The attempt diagonalises the Hamiltonian orthogonally, gets the two sums from the traces of the Hamiltonian and of its square, and gets the cubic relation from the matrix identity `surfaceH_cube`.

Lean 4 with Mathlib refuses this proof:

```lean
import Mathlib

open Matrix

namespace LevelsRelations

noncomputable section

variable {ι κ : Type*} [Fintype ι] [DecidableEq ι] [Fintype κ] [DecidableEq κ]

/-- Hamiltonian of one metal orbital coupled to adsorbate orbitals `i` by real `V i`,
with all orbital energies equal to zero and no coupling between adsorbates. -/
def surfaceH (V : ι → ℝ) : Matrix (Unit ⊕ ι) (Unit ⊕ ι) ℝ :=
  Matrix.fromBlocks 0 (Matrix.of fun _ i => V i) (Matrix.of fun i _ => V i) 0

omit [Fintype ι] [DecidableEq ι] in
/-- The surface Hamiltonian is Hermitian. -/
theorem surfaceH_isHermitian (V : ι → ℝ) : (surfaceH V).IsHermitian := by
  apply Matrix.IsHermitian.ext
  rintro (i | i) (j | j) <;> simp [surfaceH]

/-- The orbital energies of the coupled system: the eigenvalues of the Hamiltonian,
counted with multiplicity. -/
def levels (V : ι → ℝ) : Unit ⊕ ι → ℝ := (surfaceH_isHermitian V).eigenvalues

omit [DecidableEq ι] in
/-- The cube of the Hamiltonian is the Hamiltonian times the sum of squared couplings. -/
theorem surfaceH_cube (V : ι → ℝ) :
    surfaceH V * surfaceH V * surfaceH V = (∑ i, V i ^ 2) • surfaceH V := by
  ext (i | i) (j | j) <;>
    simp [surfaceH, Matrix.mul_apply, Fintype.sum_sum_type, Finset.sum_mul]
  all_goals exact Finset.sum_congr rfl fun _ _ => by ring

/-- The levels sum to zero, their squares sum to twice the sum of squared couplings, and
each level `E` satisfies `E³ = (∑ V²) E`. -/
theorem levels_relations (V : ι → ℝ) :
    ∑ j, levels V j = 0 ∧ ∑ j, levels V j ^ 2 = 2 * ∑ i, V i ^ 2 ∧
      ∀ j, levels V j ^ 3 = (∑ i, V i ^ 2) * levels V j := by
  -- orthogonal diagonalisation of the Hamiltonian
  obtain ⟨U, h1, hD⟩ : ∃ U : Matrix (Unit ⊕ ι) (Unit ⊕ ι) ℝ,
      U * star U = 1 ∧ diagonal (levels V) = star U * surfaceH V * U := by
    have hA := surfaceH_isHermitian V
    let U : Matrix (Unit ⊕ ι) (Unit ⊕ ι) ℝ := hA.eigenvectorUnitary
    have h2 : star U * U = 1 := Matrix.mem_unitaryGroup_iff'.mp hA.eigenvectorUnitary.2
    have hS : surfaceH V = U * diagonal (levels V) * star U := by
      have h := hA.spectral_theorem
      rw [Unitary.conjStarAlgAut_apply] at h
      exact h
    refine ⟨U, Matrix.mem_unitaryGroup_iff.mp hA.eigenvectorUnitary.2, ?_⟩
    calc diagonal (levels V) = (star U * U) * diagonal (levels V) * (star U * U) := by
          rw [h2, one_mul, mul_one]
      _ = star U * (U * diagonal (levels V) * star U) * U := by simp only [mul_assoc]
      _ = star U * surfaceH V * U := by rw [← hS]
  have hmul : ∀ A B : Matrix (Unit ⊕ ι) (Unit ⊕ ι) ℝ,
      (star U * A * U) * (star U * B * U) = star U * (A * B) * U := by
    intro A B
    calc (star U * A * U) * (star U * B * U) = star U * A * (U * star U) * B * U := by
          simp only [mul_assoc]
      _ = star U * (A * B) * U := by rw [h1, mul_one]; simp only [mul_assoc]
  have htr : ∀ A : Matrix (Unit ⊕ ι) (Unit ⊕ ι) ℝ,
      (star U * A * U).trace = A.trace := by
    intro A
    rw [Matrix.trace_mul_cycle, h1, one_mul]
  refine ⟨?_, ?_, ?_⟩
  · have h := htr (surfaceH V)
    rw [← hD, Matrix.trace_diagonal] at h
    rw [h]
    simp [surfaceH, Matrix.trace, Fintype.sum_sum_type]
  · have h := htr (surfaceH V * surfaceH V)
    rw [← hmul, ← hD, Matrix.diagonal_mul_diagonal, Matrix.trace_diagonal] at h
    have h' : (surfaceH V * surfaceH V).trace = 2 * ∑ i, V i ^ 2 := by
      simp [surfaceH, Matrix.trace, Matrix.mul_apply, Fintype.sum_sum_type, ← pow_two]
      ring
    rw [← h', ← h]
    exact Finset.sum_congr rfl fun _ _ => by ring
  · intro j
    have h : diagonal (levels V) * diagonal (levels V) * diagonal (levels V)
        = (∑ i, V i ^ 2) • diagonal (levels V) := by
      rw [hD, hmul, hmul, surfaceH_cube, Matrix.mul_smul, Matrix.smul_mul]
    have hj := congrFun (congrFun h j) j
    rw [Matrix.diagonal_mul_diagonal, Matrix.diagonal_mul_diagonal, Matrix.smul_apply,
      Matrix.diagonal_apply_eq, Matrix.diagonal_apply_eq, smul_eq_mul] at hj
    rw [← hj]
    ring

end

end LevelsRelations
```

Compiling this gives:

```
Try this:
  [apply] ring_nf
  
  The `ring` tactic failed to close the goal. Use `ring_nf` to obtain a normal form.
    
  Note that `ring` works primarily in *commutative* rings. If you have a noncommutative ring, abelian group or module, consider using `noncomm_ring`, `abel` or `module` instead.
Main.lean:71:68: error: unsolved goals
ι : Type u_1
inst✝¹ : Fintype ι
inst✝ : DecidableEq ι
V : ι → ℝ
U : Matrix (Unit ⊕ ι) (Unit ⊕ ι) ℝ
h1 : U * star U = 1
hD : diagonal (levels V) = star U * surfaceH V * U
hmul : ∀ (A B : Matrix (Unit ⊕ ι) (Unit ⊕ ι) ℝ), star U * A * U * (star U * B * U) = star U * (A * B) * U
htr : ∀ (A : Matrix (Unit ⊕ ι) (Unit ⊕ ι) ℝ), (star U * A * U).trace = A.trace
h : ∑ i, levels V i * levels V i = (surfaceH V * surfaceH V).trace
⊢ (fromBlocks 0 (of fun x i => V i) (of fun i x => V i) 0 ^ 2) (Sum.inl PUnit.unit) (Sum.inl PUnit.unit) +
      ∑ x, (fromBlocks 0 (of fun x i => V i) (of fun i x => V i) 0 ^ 2) (Sum.inr x) (Sum.inr x) =
    (∑ x, V x ^ 2) * 2
Main.lean:72:36: warning: This simp argument is unused:
  Matrix.mul_apply

Hint: Omit it from the simp argument list.
  [apply] simp [surfaceH, Matrix.trace, Fintype.sum_sum_type, ← pow_two]

Note: This linter can be disabled with `set_option linter.unusedSimpArgs false`
```

The error is in `h'`, which computes the trace of the squared Hamiltonian. In the `simp` call, `← pow_two` rewrites any product `a * a` as `a ^ 2`, and this applies to matrices as well as to real numbers. It turned the product of the block matrix with itself into a matrix power before `Matrix.mul_apply` could expand its entries. That lemma matches a product, not a power, hence the warning that it is unused. The remaining goal contains diagonal entries of `fromBlocks … ^ 2`, which `ring` cannot compute, since it does not unfold matrix entries. It therefore fails, and the suggested `ring_nf` would not help either.

The repair uses `pow_two` from left to right. The matrix product now stays a product, so `Matrix.mul_apply` can expand it into sums of `V i * V i`, and the squares `V i ^ 2` on the right-hand side are written in the same form. What is left is an identity between real sums, which `ring` closes.

The repair, with which the file compiles:

```diff
@@ -70,5 +70,5 @@
     rw [← hmul, ← hD, Matrix.diagonal_mul_diagonal, Matrix.trace_diagonal] at h
     have h' : (surfaceH V * surfaceH V).trace = 2 * ∑ i, V i ^ 2 := by
-      simp [surfaceH, Matrix.trace, Matrix.mul_apply, Fintype.sum_sum_type, ← pow_two]
+      simp [surfaceH, Matrix.trace, Matrix.mul_apply, Fintype.sum_sum_type, pow_two]
       ring
     rw [← h', ← h]
```
